# Two equal densities $r^2e^{-2zr}$ a distance $R>0$ apart have negative axial and transverse curvature at their midpoint exactly when $2<zR<2+\sqrt2$

The density is a function on all of three-dimensional space, not just on the bond axis, and its curvature at a point is a second derivative along a straight line through that point. The midpoint is the origin, and the nuclei sit at $\pm(R/2)e$ with $e$ a unit vector.

```lean
import Mathlib

open Filter Topology

namespace NonNuclearMaximum

noncomputable section

/-- Three-dimensional physical space. -/
abbrev Space := EuclideanSpace ℝ (Fin 3)
```

Each atom contributes a spherical valence density $f(r)=r^2e^{-2zr}$, the square of a nodeless Slater-type radial function $re^{-zr}$. The exponent $z$ sets the size of the atom: for $z>0$, $f$ peaks at $r=1/z$. For one electron per atom $f$ would carry the factor $z^5/(3\pi)$, which changes no sign below.

```lean
/-- The valence density `r² exp(-2 z r)` of one atom at distance `r` from its nucleus. -/
def shell (z r : ℝ) : ℝ := r ^ 2 * Real.exp (-2 * z * r)
```

The product rule gives $f'(r)=(2r-2zr^2)e^{-2zr}$,

```lean
/-- The radial slope of the valence density, in closed form. -/
def shellSlope (z r : ℝ) : ℝ := (2 * r - 2 * z * r ^ 2) * Real.exp (-2 * z * r)
```

and once more $f''(r)=(2-8zr+4z^2r^2)e^{-2zr}$.

```lean
/-- The radial second derivative of the valence density, in closed form. -/
def shellCurv (z r : ℝ) : ℝ :=
  (2 - 8 * z * r + 4 * z ^ 2 * r ^ 2) * Real.exp (-2 * z * r)
```

The molecular density is the plain sum $\rho(p)=f(\|p+\tfrac R2e\|)+f(\|p-\tfrac R2e\|)$. Core electrons and any change of density on bonding are left out.

```lean
/-- The density of two equal atoms with nuclei at `±(R/2) e`; the midpoint is the origin. -/
def density (z R : ℝ) (e p : Space) : ℝ :=
  shell z ‖p + (R / 2) • e‖ + shell z ‖p - (R / 2) • e‖
```

The two candidate curvatures are $2f''(R/2)$ along the axis

```lean
/-- The axial curvature `2 f''(R/2)`. -/
def axialCurvature (z R : ℝ) : ℝ := 2 * shellCurv z (R / 2)
```

and $4f'(R/2)/R$ across it.

```lean
/-- The transverse curvature `4 f'(R/2) / R`, for `R ≠ 0`. -/
def transverseCurvature (z R : ℝ) : ℝ := 4 * shellSlope z (R / 2) / R
```

These are so far only names for formulas. To say that $k$ really is the second derivative of $\varphi$ at $t_0$, `HasSecondDerivAt` asks for a function $g$ with $\varphi'=g$ near $t_0$ and $g'(t_0)=k$.

```lean
/-- `φ` is differentiable near `t₀` and its derivative has derivative `k` at `t₀`. -/
def HasSecondDerivAt (φ : ℝ → ℝ) (k t₀ : ℝ) : Prop :=
  ∃ g : ℝ → ℝ, (∀ᶠ t in 𝓝 t₀, HasDerivAt φ (g t) t) ∧ HasDerivAt g k t₀
```

The closed forms for $f'$ and $f''$ are then checked as derivatives.

```lean
/-- The closed forms are the first and second radial derivatives of the valence density. -/
theorem shell_derivatives (z r : ℝ) :
    HasDerivAt (shell z) (shellSlope z r) r ∧
      HasDerivAt (shellSlope z) (shellCurv z r) r := by
  have hl : HasDerivAt (fun r : ℝ => -2 * z * r) (-2 * z) r :=
    ((hasDerivAt_id' r).const_mul (-2 * z)).congr_deriv (by ring)
  have h2 : HasDerivAt (fun r : ℝ => r ^ 2) (2 * r) r := by
    simpa using hasDerivAt_pow 2 r
  constructor
  · exact (h2.fun_mul hl.exp).congr_deriv (by unfold shellSlope; ring)
  · exact ((((hasDerivAt_id' r).const_mul 2).fun_sub (h2.const_mul (2 * z))).fun_mul
      hl.exp).congr_deriv (by unfold shellCurv; ring)
```

## Curvature of one atom along a line

Let $q(t)=\|tu+ae\|$ be the distance to a nucleus at $-ae$ from the point $tu$, and let $c=u\cdot e$, written `inner ℝ u e`. Then
$$q^2=\|u\|^2t^2+2act+a^2,\qquad q'=\frac{\|u\|^2t+ac}{q}.$$
Lean differentiates the square root of this polynomial, which is legitimate away from the nucleus.

```lean
/-- The rate of change of the distance to a nucleus at `-a e` along the line `t u`,
away from the nucleus. -/
theorem distance_along_line {e : Space} (he : ‖e‖ = 1) (u : Space) (a t : ℝ)
    (hne : t • u + a • e ≠ 0) :
    HasDerivAt (fun t : ℝ => ‖t • u + a • e‖)
      ((‖u‖ ^ 2 * t + a * inner ℝ u e) / ‖t • u + a • e‖) t := by
  have hsq : ∀ t : ℝ, ‖t • u + a • e‖ ^ 2
      = ‖u‖ ^ 2 * t ^ 2 + 2 * a * inner ℝ u e * t + a ^ 2 := by
    intro t
    rw [norm_add_sq_real]
    simp only [norm_smul, real_inner_smul_left, real_inner_smul_right, he, mul_pow,
      Real.norm_eq_abs, sq_abs]
    ring
  have hfun : (fun t : ℝ => ‖t • u + a • e‖)
      = fun t => √(‖u‖ ^ 2 * t ^ 2 + 2 * a * inner ℝ u e * t + a ^ 2) := by
    funext t
    rw [← hsq t, Real.sqrt_sq (norm_nonneg _)]
  have h2 : HasDerivAt (fun r : ℝ => r ^ 2) (2 * t) t := by
    simpa using hasDerivAt_pow 2 t
  have hpoly : HasDerivAt
      (fun t : ℝ => ‖u‖ ^ 2 * t ^ 2 + 2 * a * inner ℝ u e * t + a ^ 2)
      (2 * (‖u‖ ^ 2 * t + a * inner ℝ u e)) t :=
    (((h2.const_mul (‖u‖ ^ 2)).fun_add
      ((hasDerivAt_id' t).const_mul (2 * a * inner ℝ u e))).add_const _).congr_deriv (by ring)
  have hp : ‖u‖ ^ 2 * t ^ 2 + 2 * a * inner ℝ u e * t + a ^ 2 ≠ 0 := by
    rw [← hsq t]
    exact pow_ne_zero 2 (norm_ne_zero_iff.mpr hne)
  rw [hfun]
  refine (hpoly.sqrt hp).congr_deriv ?_
  rw [← hsq t, Real.sqrt_sq (norm_nonneg _), mul_div_mul_left _ _ two_ne_zero]
```

At $t=0$ with $a>0$, $q=a$ and $q'=c$. Differentiating $qq'=\|u\|^2t+ac$ gives $q''=(\|u\|^2-c^2)/a$, so
$$\frac{d^2}{dt^2}f(q)\Big|_0=f''(a)\,c^2+\frac{f'(a)}{a}\bigl(\|u\|^2-c^2\bigr).$$
The second term comes from the bending of the spherical shells. The proof applies the product and quotient rules to $f'(q)\,q'$.

```lean
/-- The second derivative of one atomic density along a line `t u`, at distance `a` from the
nucleus: a radial part and a part from the bending of the spherical shells. -/
theorem shell_along_line (z : ℝ) {a : ℝ} (ha : 0 < a) {e : Space} (he : ‖e‖ = 1)
    (u : Space) :
    HasSecondDerivAt (fun t => shell z ‖t • u + a • e‖)
      (shellCurv z a * inner ℝ u e ^ 2
        + shellSlope z a / a * (‖u‖ ^ 2 - inner ℝ u e ^ 2)) 0 := by
  have d0 : ‖(0 : ℝ) • u + a • e‖ = a := by
    rw [zero_smul, zero_add, norm_smul, he, mul_one, Real.norm_of_nonneg ha.le]
  have hn : ‖(0 : ℝ) • u + a • e‖ ≠ 0 := by rw [d0]; exact ha.ne'
  have ha1 : a * a⁻¹ = 1 := mul_inv_cancel₀ ha.ne'
  have hc : ContinuousAt (fun t : ℝ => t • u + a • e) 0 := by fun_prop
  refine ⟨fun t => shellSlope z ‖t • u + a • e‖ *
    ((‖u‖ ^ 2 * t + a * inner ℝ u e) / ‖t • u + a • e‖), ?_, ?_⟩
  · filter_upwards [hc.eventually_ne (norm_ne_zero_iff.mp hn)] with t ht
    exact (shell_derivatives z _).1.comp t (distance_along_line he u a t ht)
  · have hd : HasDerivAt (fun t : ℝ => ‖t • u + a • e‖) (inner ℝ u e) 0 :=
      (distance_along_line he u a 0 (norm_ne_zero_iff.mp hn)).congr_deriv (by
        rw [d0]; linear_combination (inner ℝ u e) * ha1)
    have hs : HasDerivAt (fun t : ℝ => shellSlope z ‖t • u + a • e‖)
        (shellCurv z a * inner ℝ u e) 0 :=
      ((shell_derivatives z _).2.comp (0 : ℝ) hd).congr_deriv (by simp only [d0])
    have hnum : HasDerivAt (fun t : ℝ => ‖u‖ ^ 2 * t + a * inner ℝ u e) (‖u‖ ^ 2) 0 :=
      (((hasDerivAt_id' (0 : ℝ)).const_mul _).add_const _).congr_deriv (mul_one _)
    refine (hs.fun_mul (hnum.fun_div hd hn)).congr_deriv ?_
    simp only [d0]
    linear_combination (shellCurv z a * inner ℝ u e ^ 2
      + shellSlope z a * (‖u‖ ^ 2 - inner ℝ u e ^ 2) * a⁻¹) * ha1
```

## Gradient and curvatures at the midpoint

Since $R>0$, the midpoint is not a nucleus and $\rho$ is differentiable there, with some derivative $L$. Inversion exchanges the atoms, so $\rho(-p)=\rho(p)$; the chain rule and uniqueness of the derivative give $L(u)=-L(u)$, hence $L=0$.

```lean
/-- The gradient of the two-centre density vanishes at the midpoint. -/
theorem gradient_midpoint (z : ℝ) {R : ℝ} (hR : 0 < R) {e : Space} (he : ‖e‖ = 1) :
    HasFDerivAt (density z R e) (0 : Space →L[ℝ] ℝ) 0 := by
  have hv : (R / 2) • e ≠ 0 :=
    smul_ne_zero (half_pos hR).ne' (fun h => by simp [h] at he)
  have hs : ∀ r, DifferentiableAt ℝ (shell z) r :=
    fun r => (shell_derivatives z r).1.differentiableAt
  have a1 : DifferentiableAt ℝ (fun p : Space => p + (R / 2) • e) 0 := by fun_prop
  have a2 : DifferentiableAt ℝ (fun p : Space => p - (R / 2) • e) 0 := by fun_prop
  have b1 := a1.norm ℝ (by rw [zero_add]; exact hv)
  have b2 := a2.norm ℝ (by rw [zero_sub]; exact neg_ne_zero.mpr hv)
  have hD : DifferentiableAt ℝ (density z R e) 0 :=
    ((hs _).comp (0 : Space) b1).add ((hs _).comp (0 : Space) b2)
  obtain ⟨L, hL⟩ := hD
  -- inversion through the midpoint exchanges the two atoms
  have heven : (density z R e ∘ fun p : Space => -p) = density z R e := by
    funext p
    have h1 : ‖-p + (R / 2) • e‖ = ‖p - (R / 2) • e‖ := by
      rw [← norm_neg (-p + (R / 2) • e)]; congr 1; abel
    have h2 : ‖-p - (R / 2) • e‖ = ‖p + (R / 2) • e‖ := by
      rw [← norm_neg (-p - (R / 2) • e)]; congr 1; abel
    simp only [Function.comp_apply, density, h1, h2]
    exact add_comm _ _
  have hL' : HasFDerivAt (density z R e) L (-(0 : Space)) := by rw [neg_zero]; exact hL
  have hn : HasFDerivAt (fun p : Space => -p) (-(ContinuousLinearMap.id ℝ Space)) 0 :=
    (hasFDerivAt_id (0 : Space)).neg
  have hc := HasFDerivAt.comp (f := fun p : Space => -p) (0 : Space) hL' hn
  rw [heven] at hc
  have hL0 : L = 0 := ContinuousLinearMap.ext fun u => by
    have h : L u = L (-u) := DFunLike.congr_fun (hL.unique hc) u
    rw [map_neg] at h
    change L u = 0
    linarith
  rw [← hL0]
  exact hL
```

For the curvature, set $a=R/2$ and add the two atoms. The second has $-e$ in place of $e$, which leaves $c^2$ unchanged:
$$2f''(R/2)\,c^2+\frac{4f'(R/2)}{R}\bigl(\|u\|^2-c^2\bigr).$$

```lean
/-- The second derivative of the density at the midpoint along any vector `u`, split into
axial and transverse parts. -/
theorem hessian_midpoint (z : ℝ) {R : ℝ} (hR : 0 < R) {e : Space} (he : ‖e‖ = 1)
    (u : Space) :
    HasSecondDerivAt (fun t => density z R e (t • u))
      (axialCurvature z R * inner ℝ u e ^ 2
        + transverseCurvature z R * (‖u‖ ^ 2 - inner ℝ u e ^ 2)) 0 := by
  obtain ⟨g₁, a1, b1⟩ := shell_along_line z (half_pos hR) he u
  obtain ⟨g₂, a2, b2⟩ :=
    shell_along_line z (half_pos hR) (e := -e) (by rw [norm_neg]; exact he) u
  refine ⟨fun t => g₁ t + g₂ t, ?_, (b1.fun_add b2).congr_deriv ?_⟩
  · filter_upwards [a1, a2] with t h1 h2
    have h := h1.fun_add h2
    simpa only [density, smul_neg, ← sub_eq_add_neg] using h
  · simp only [inner_neg_right, axialCurvature, transverseCurvature]
    ring
```

With $x=zR$, substitution gives
$$2f''(R/2)=2\bigl[(x-2)^2-2\bigr]e^{-x},\qquad \frac{4f'(R/2)}{R}=2(2-x)e^{-x}.$$

```lean
/-- Both curvatures as functions of `z R`, up to a common exponential factor. -/
theorem curvature_closed_form (z : ℝ) {R : ℝ} (hR : 0 < R) :
    axialCurvature z R = 2 * ((z * R - 2) ^ 2 - 2) * Real.exp (-2 * z * (R / 2)) ∧
      transverseCurvature z R = 2 * (2 - z * R) * Real.exp (-2 * z * (R / 2)) := by
  have h : R * R⁻¹ = 1 := mul_inv_cancel₀ hR.ne'
  constructor
  · unfold axialCurvature shellCurv
    ring
  · unfold transverseCurvature shellSlope
    linear_combination (Real.exp (-2 * z * (R / 2)) * (4 - 2 * z * R)) * h
```

The transverse curvature is negative when $x>2$, the axial one when $|x-2|<\sqrt2$; together they give $2<x<2+\sqrt2$. The main theorem collects the zero gradient, the curvature along $e$ ($c=1$), the curvature along every unit $u\perp e$ ($c=0$), and this equivalence. It does not assume $z>0$, because the window implies it. For the signs, `nlinarith` is given the factors $x-2\pm\sqrt2$.

```lean
/-- At the midpoint the gradient vanishes, the curvature is `2 f''(R/2)` along the axis and
`4 f'(R/2)/R` across it, and both are negative exactly when `2 < z R < 2 + √2`. -/
theorem midpoint_curvatures (z : ℝ) {R : ℝ} (hR : 0 < R) {e : Space} (he : ‖e‖ = 1) :
    HasFDerivAt (density z R e) (0 : Space →L[ℝ] ℝ) 0 ∧
    HasSecondDerivAt (fun t => density z R e (t • e)) (axialCurvature z R) 0 ∧
    (∀ u : Space, ‖u‖ = 1 → inner ℝ u e = 0 →
      HasSecondDerivAt (fun t => density z R e (t • u)) (transverseCurvature z R) 0) ∧
    (axialCurvature z R < 0 ∧ transverseCurvature z R < 0 ↔
      2 < z * R ∧ z * R < 2 + √2) := by
  refine ⟨gradient_midpoint z hR he, ?_, ?_, ?_⟩
  · have h := hessian_midpoint z hR he e
    rw [real_inner_self_eq_norm_sq, he] at h
    convert h using 1
    ring
  · intro u hu hue
    have h := hessian_midpoint z hR he u
    rw [hue, hu] at h
    convert h using 1
    ring
  · obtain ⟨h1, h2⟩ := curvature_closed_form z hR
    have hE := Real.exp_pos (-2 * z * (R / 2))
    have hs : √2 ^ 2 = (2 : ℝ) := Real.sq_sqrt (by norm_num)
    have hs0 : 0 ≤ √(2 : ℝ) := Real.sqrt_nonneg 2
    rw [h1, h2]
    constructor
    · rintro ⟨ha, ht⟩
      have ha' := neg_of_mul_neg_left ha hE.le
      have ht' := neg_of_mul_neg_left ht hE.le
      refine ⟨by linarith, ?_⟩
      by_contra hc
      have hc' := not_lt.mp hc
      nlinarith [mul_nonneg (show 0 ≤ z * R - 2 - √2 by linarith)
        (show 0 ≤ z * R - 2 + √2 by linarith)]
    · rintro ⟨ha, hb⟩
      refine ⟨mul_neg_of_neg_of_pos ?_ hE, mul_neg_of_neg_of_pos (by linarith) hE⟩
      nlinarith [mul_pos (show 0 < 2 + √2 - z * R by linarith)
        (show 0 < z * R - 2 + √2 by linarith)]
```

For larger separations, $x>2+\sqrt2$, the density rises from the midpoint along the axis and falls across it, the sign pattern of a bond critical point.

```lean
/-- The axial curvature is positive and the transverse curvature negative exactly when
`z R > 2 + √2`. -/
theorem saddle_iff (z : ℝ) {R : ℝ} (hR : 0 < R) :
    0 < axialCurvature z R ∧ transverseCurvature z R < 0 ↔ 2 + √2 < z * R := by
  obtain ⟨h1, h2⟩ := curvature_closed_form z hR
  have hE := Real.exp_pos (-2 * z * (R / 2))
  have hs : √2 ^ 2 = (2 : ℝ) := Real.sq_sqrt (by norm_num)
  have hs0 : 0 ≤ √(2 : ℝ) := Real.sqrt_nonneg 2
  rw [h1, h2]
  constructor
  · rintro ⟨ha, ht⟩
    have ha' := pos_of_mul_pos_left ha hE.le
    have ht' := neg_of_mul_neg_left ht hE.le
    by_contra hc
    have hc' := not_lt.mp hc
    nlinarith [mul_nonneg (show 0 ≤ 2 + √2 - z * R by linarith)
      (show 0 ≤ z * R - 2 + √2 by linarith)]
  · intro h
    refine ⟨mul_pos ?_ hE, mul_neg_of_neg_of_pos (by linarith) hE⟩
    nlinarith [mul_pos (show 0 < z * R - 2 - √2 by linarith)
      (show 0 < z * R - 2 + √2 by linarith)]
```

## A strict maximum in space

For a general function, negative second derivatives along all lines through a point do not ensure a local maximum. This density is smooth near the midpoint, so the second-derivative test in several variables would apply; the proof here instead uses a direct bound built on the one-variable test. If $f''(a)<0$, the function $f(r)-f'(a)(r-a)-\tfrac14f''(a)(r-a)^2$ has zero slope and second derivative $\tfrac12f''(a)<0$ at $a$. It therefore has a local maximum there, and near $a$
$$f(r)\le f(a)+f'(a)(r-a)+\tfrac14f''(a)(r-a)^2.$$

```lean
/-- Where the radial second derivative is negative, the atomic density lies locally below its
tangent line by at least a quadratic amount. -/
theorem tangent_bound (z a : ℝ) (hB : shellCurv z a < 0) :
    ∀ᶠ r in 𝓝 a, shell z r ≤
      shell z a + shellSlope z a * (r - a) + shellCurv z a / 4 * (r - a) ^ 2 := by
  obtain ⟨G, hG⟩ : ∃ G : ℝ → ℝ, G = fun r => shell z r - shellSlope z a * (r - a)
    - shellCurv z a / 4 * ((r - a) * (r - a)) := ⟨_, rfl⟩
  obtain ⟨G', hG'⟩ : ∃ G' : ℝ → ℝ, G' = fun r => shellSlope z r - shellSlope z a
    - shellCurv z a / 2 * (r - a) := ⟨_, rfl⟩
  have hl : ∀ r : ℝ, HasDerivAt (fun r : ℝ => r - a) 1 r :=
    fun r => (hasDerivAt_id' r).sub_const a
  have h1 : ∀ r, HasDerivAt G (G' r) r := by
    intro r
    rw [hG, hG']
    exact (((shell_derivatives z r).1.fun_sub ((hl r).const_mul _)).fun_sub
      (((hl r).fun_mul (hl r)).const_mul _)).congr_deriv (by ring)
  have h2 : HasDerivAt G' (shellCurv z a / 2) a := by
    rw [hG']
    exact (((shell_derivatives z a).2.sub_const _).fun_sub
      ((hl a).const_mul _)).congr_deriv (by ring)
  have hd : deriv G = G' := funext fun r => (h1 r).deriv
  -- the second-derivative test in one variable
  have hmax : ∀ᶠ r in 𝓝 a, G r ≤ G a :=
    isLocalMax_of_deriv_deriv_neg (by rw [hd, h2.deriv]; linarith)
      (by simp only [hd, hG']; ring) (h1 a).continuousAt
  filter_upwards [hmax] with r hr
  simp only [hG] at hr
  nlinarith
```

Now take $p$ near the midpoint and let $s$ and $t$ be its distances to the two nuclei. Adding the bounds at $a=R/2$,
$$\rho(p)\le\rho(0)+f'(\tfrac R2)(s+t-R)+\tfrac14f''(\tfrac R2)\bigl[(s-\tfrac R2)^2+(t-\tfrac R2)^2\bigr].$$
Inside the window $f'(R/2)$ and $f''(R/2)$ are negative, and $s+t\ge R$ by the triangle inequality. The bracket vanishes only for $s=t=R/2$, and then the parallelogram law $s^2+t^2=2\|p\|^2+R^2/2$ forces $p=0$. The filter `𝓝[≠]` means all nearby points except the midpoint itself.

```lean
/-- For `2 < z R < 2 + √2` the midpoint is a strict local maximum of the density in space. -/
theorem strict_maximum_midpoint (z : ℝ) {R : ℝ} (hR : 0 < R) {e : Space} (he : ‖e‖ = 1)
    (hlo : 2 < z * R) (hhi : z * R < 2 + √2) :
    ∀ᶠ p in 𝓝[≠] (0 : Space), density z R e p < density z R e 0 := by
  obtain ⟨hax, htr⟩ := (midpoint_curvatures z hR he).2.2.2.mpr ⟨hlo, hhi⟩
  have hB : shellCurv z (R / 2) < 0 := by unfold axialCurvature at hax; linarith
  have hA : shellSlope z (R / 2) < 0 := by
    by_contra hc
    have hc' := not_lt.mp hc
    exact absurd htr (not_lt_of_ge (div_nonneg (by linarith) hR.le))
  have hv : ‖(R / 2) • e‖ = R / 2 := by
    rw [norm_smul, he, mul_one, Real.norm_of_nonneg (half_pos hR).le]
  have hp : Tendsto (fun p : Space => ‖p + (R / 2) • e‖) (𝓝 0) (𝓝 (R / 2)) := by
    have h : Continuous (fun p : Space => ‖p + (R / 2) • e‖) := by fun_prop
    have h' := h.tendsto 0
    simp only [zero_add, hv] at h'
    exact h'
  have hm : Tendsto (fun p : Space => ‖p - (R / 2) • e‖) (𝓝 0) (𝓝 (R / 2)) := by
    have h : Continuous (fun p : Space => ‖p - (R / 2) • e‖) := by fun_prop
    have h' := h.tendsto 0
    simp only [zero_sub, norm_neg, hv] at h'
    exact h'
  have T := tangent_bound z (R / 2) hB
  filter_upwards [nhdsWithin_le_nhds (hp.eventually T),
    nhdsWithin_le_nhds (hm.eventually T), self_mem_nhdsWithin] with p h1 h2 h3
  have hp0 : 0 < ‖p‖ := norm_pos_iff.mpr h3
  -- the distances to the two nuclei add up to at least R
  have tri : R ≤ ‖p + (R / 2) • e‖ + ‖p - (R / 2) • e‖ := by
    have h := norm_sub_le (p + (R / 2) • e) (p - (R / 2) • e)
    have h' : (p + (R / 2) • e) - (p - (R / 2) • e) = R • e := by module
    rw [h', norm_smul, he, mul_one, Real.norm_of_nonneg hR.le] at h
    exact h
  have par := parallelogram_law_with_norm ℝ p ((R / 2) • e)
  rw [hv] at par
  simp only [density, zero_add, zero_sub, norm_neg, hv]
  generalize ‖p + (R / 2) • e‖ = s at *
  generalize ‖p - (R / 2) • e‖ = t at *
  -- both distances equal R/2 only at the midpoint
  have hpos : 0 < (s - R / 2) ^ 2 + (t - R / 2) ^ 2 := by
    by_contra hc
    have hc' := not_lt.mp hc
    have hs : (s - R / 2) ^ 2 = 0 := by
      linarith [sq_nonneg (s - R / 2), sq_nonneg (t - R / 2)]
    have ht : (t - R / 2) ^ 2 = 0 := by
      linarith [sq_nonneg (s - R / 2), sq_nonneg (t - R / 2)]
    have hs' : s = R / 2 := sub_eq_zero.mp (pow_eq_zero_iff two_ne_zero |>.mp hs)
    have ht' : t = R / 2 := sub_eq_zero.mp (pow_eq_zero_iff two_ne_zero |>.mp ht)
    rw [hs', ht'] at par
    linarith [mul_pos hp0 hp0]
  have i1 : shellSlope z (R / 2) * (s + t - R) ≤ 0 :=
    mul_nonpos_of_nonpos_of_nonneg hA.le (by linarith)
  have i2 := mul_neg_of_neg_of_pos hB hpos
  nlinarith

end

end NonNuclearMaximum
```

In the theory of atoms in molecules, a maximum of the total electron density away from the nuclei is called a non-nuclear maximum. The maximum found here belongs to a model density: the sum of two one-parameter valence densities without cores, each of which already peaks away from its own nucleus.

At the lower edge, $zR=2$, the transverse curvature is zero, yet a short argument by hand, not included in the Lean file, shows that the midpoint is still a strict maximum: $R/2=1/z$ is where $f$ peaks, and only the midpoint lies at that distance from both nuclei.

```lean
#print axioms NonNuclearMaximum.midpoint_curvatures
#print axioms NonNuclearMaximum.saddle_iff
#print axioms NonNuclearMaximum.strict_maximum_midpoint
```

```
'NonNuclearMaximum.midpoint_curvatures' depends on axioms: [propext, Classical.choice, Quot.sound]
'NonNuclearMaximum.saddle_iff' depends on axioms: [propext, Classical.choice, Quot.sound]
'NonNuclearMaximum.strict_maximum_midpoint' depends on axioms: [propext, Classical.choice, Quot.sound]
```
